# The planar SOAP kernel as a rotational average of the squared overlap

Some kernel methods for fitting interatomic potentials compare pairs of atomic environments regardless of their relative orientation. For planar environments with finite expansions, the results below replace a numerical quadrature over angles by a finite sum of coefficient products.

## Environments, overlaps and power spectra

An environment is an array a(n,m) of complex coefficients, with radial label n in a finite set `ι` and angular index m in a finite set M of integers. Rotation by φ multiplies a(n,m) by e^{imφ}. For basis functions e^{imθ} this turns the density by −φ, a sign that the average does not notice.

```lean
import Mathlib

open scoped ComplexConjugate

namespace PlanarSOAP

noncomputable section

variable {ι : Type*}

/-- Rotation of a planar environment by the angle `φ`: the coefficient of angular
index `m` is multiplied by `exp (i m φ)`. -/
def rotate (φ : ℝ) (a : ι → ℤ → ℂ) : ι → ℤ → ℂ :=
  fun n m => a n m * Complex.exp ((m : ℂ) * Complex.I * φ)
```

The overlap of a with the rotated b is

S(t) = Σ_n Σ_{m∈M} conj(a(n,m)) b(n,m) e^{imt}.

Reading S(t) as an overlap integral of densities presumes orthonormal basis functions; the algebra does not need this.

```lean
/-- The overlap `S(t)` of the environment `a` with the environment `b` rotated by `t`,
for angular indices in `M`. -/
def overlap [Fintype ι] (M : Finset ℤ) (a b : ι → ℤ → ℂ) (t : ℝ) : ℂ :=
  ∑ n, ∑ m ∈ M, conj (a n m) * rotate t b n m
```

The power spectrum and the kernel, which is not normalised, are

p_a(n,n',m) = a(n,m) conj(a(n',m))

K(a,b) = Σ_n Σ_n' Σ_{m∈M} conj(p_a(n,n',m)) p_b(n,n',m).

The usual SOAP descriptor uses spherical harmonics and rotations in three dimensions; this is its planar analogue.

```lean
/-- The power spectrum of an environment: products of two radial coefficients
in the same angular channel, the second one conjugated. -/
def powerSpectrum (a : ι → ℤ → ℂ) (n n' : ι) (m : ℤ) : ℂ :=
  a n m * conj (a n' m)

/-- The planar SOAP kernel: the Hermitian product of two power spectra. -/
def soapKernel [Fintype ι] (M : Finset ℤ) (a b : ι → ℤ → ℂ) : ℂ :=
  ∑ n, ∑ n', ∑ m ∈ M, conj (powerSpectrum a n n' m) * powerSpectrum b n n' m
```

Within one channel m, the radial overlap is

R(m) = Σ_n conj(a(n,m)) b(n,m).

```lean
/-- The overlap of two environments within the angular channel `m`. -/
def radialOverlap [Fintype ι] (a b : ι → ℤ → ℂ) (m : ℤ) : ℂ :=
  ∑ n, conj (a n m) * b n m
```

## (a) One wave over a full turn

For integer k, show that

∫₀^{2π} e^{ikt} dt = 2π if k = 0, and 0 otherwise.

For k = 0 the integrand is 1. Otherwise the integral is (e^{2πik} − 1)/(ik) = 0. Lean splits the same two cases.

```lean
/-- The integral of `exp (i k t)` over a full turn is `2π` for `k = 0` and zero for
every other integer `k`. -/
theorem integral_angular_wave (k : ℤ) :
    ∫ t in (0 : ℝ)..(2 * Real.pi), Complex.exp ((k : ℂ) * Complex.I * t) =
      if k = 0 then 2 * (Real.pi : ℂ) else 0 := by
  split_ifs with h
  · subst h
    simp
  · rw [integral_exp_mul_complex (mul_ne_zero (Int.cast_ne_zero.mpr h) Complex.I_ne_zero)]
    have h1 : Complex.exp ((k : ℂ) * Complex.I * ((2 * Real.pi : ℝ) : ℂ)) = 1 := by
      rw [Complex.exp_eq_one_iff]
      exact ⟨k, by push_cast; ring⟩
    rw [h1]
    simp
```

## (b) The squared modulus of an angular sum

For complex c(m), show that

∫₀^{2π} |Σ_{m∈M} c(m) e^{imt}|² dt = 2π Σ_{m∈M} |c(m)|².

Expand the square:

Σ_{m∈M} Σ_{k∈M} c(m) conj(c(k)) e^{i(m−k)t}.

By (a), integration removes every term with k ≠ m and gives 2π|c(m)|² for k = m.

The proof turns on `Finset.sum_eq_single m`, which reduces the sum over k to its term at m. It asks for two things: that every other term vanishes, and that the term at m vanishes if m is not in M. The second case contradicts `hm`, since m was drawn from M.

```lean
/-- Parseval's identity for a finite angular sum: the integral of its squared modulus over
a full turn is `2π` times the sum of the squared moduli of its coefficients. -/
theorem angular_parseval (M : Finset ℤ) (c : ℤ → ℂ) :
    ∫ t in (0 : ℝ)..(2 * Real.pi),
      ((‖∑ m ∈ M, c m * Complex.exp ((m : ℂ) * Complex.I * t)‖ ^ 2 : ℝ) : ℂ) =
      2 * (Real.pi : ℂ) * ∑ m ∈ M, c m * conj (c m) := by
  -- expand the squared modulus into waves of index m - k
  have h : ∀ t : ℝ,
      ((‖∑ m ∈ M, c m * Complex.exp ((m : ℂ) * Complex.I * t)‖ ^ 2 : ℝ) : ℂ) =
      ∑ m ∈ M, ∑ k ∈ M,
        c m * conj (c k) * Complex.exp (((m - k : ℤ) : ℂ) * Complex.I * t) := by
    intro t
    rw [← Complex.normSq_eq_norm_sq, ← Complex.mul_conj, map_sum, Finset.sum_mul_sum]
    refine Finset.sum_congr rfl fun m _ => Finset.sum_congr rfl fun k _ => ?_
    have hk : conj (Complex.exp ((k : ℂ) * Complex.I * t)) =
        Complex.exp (-((k : ℂ) * Complex.I * t)) := by
      rw [← Complex.exp_conj]
      congr 1
      simp
    have he : Complex.exp (((m - k : ℤ) : ℂ) * Complex.I * t) =
        Complex.exp ((m : ℂ) * Complex.I * t) * Complex.exp (-((k : ℂ) * Complex.I * t)) := by
      rw [← Complex.exp_add]
      congr 1
      push_cast
      ring
    rw [map_mul, hk, he]
    ring
  simp_rw [h]
  rw [intervalIntegral.integral_finsetSum]
  swap
  · intro m _
    apply Continuous.intervalIntegrable
    fun_prop
  rw [Finset.mul_sum]
  refine Finset.sum_congr rfl fun m hm => ?_
  rw [intervalIntegral.integral_finsetSum]
  swap
  · intro k _
    apply Continuous.intervalIntegrable
    fun_prop
  -- only the diagonal term k = m survives
  simp_rw [intervalIntegral.integral_const_mul, integral_angular_wave, sub_eq_zero]
  rw [Finset.sum_eq_single m]
  · rw [if_pos rfl]
    ring
  · intro k _ hk
    rw [if_neg (Ne.symm hk), mul_zero]
  · intro hm'
    exact absurd hm hm'
```

## (c) The kernel by channels

Show that

K(a,b) = Σ_{m∈M} |R(m)|².

Write R(m) conj(R(m)) as a double sum over n and n':

conj(a(n,m)) b(n,m) a(n',m) conj(b(n',m)) = conj(p_a(n,n',m)) p_b(n,n',m).

Summing over m gives K. In Lean, `Finset.sum_comm` reorders the sums and `ring` matches the factors.

```lean
/-- The SOAP kernel is the sum over angular channels of the squared modulus of the
radial overlap. -/
theorem soapKernel_eq_sum_radialOverlap [Fintype ι] (M : Finset ℤ) (a b : ι → ℤ → ℂ) :
    soapKernel M a b = ∑ m ∈ M, radialOverlap a b m * conj (radialOverlap a b m) := by
  symm
  simp only [soapKernel, radialOverlap, map_sum, Finset.sum_mul_sum]
  rw [Finset.sum_comm]
  refine Finset.sum_congr rfl fun n _ => ?_
  rw [Finset.sum_comm]
  refine Finset.sum_congr rfl fun n' _ => Finset.sum_congr rfl fun m _ => ?_
  simp only [powerSpectrum, map_mul, Complex.conj_conj]
  ring
```

## (d) The average over orientations

Show that

(1/2π) ∫₀^{2π} |S(t)|² dt = K(a,b).

Summing over n first gives S(t) = Σ_{m∈M} R(m) e^{imt}, which is `hS` in the proof. Part (b) with c = R, divided by 2π, gives Σ_{m∈M} |R(m)|², and (c) identifies this as K. The Lean statement embeds the real average in the complex numbers, so it also shows that K is real.

As an example, take n = 1, 2 and M = {−1, 0, 1}, with all coefficients 1 except b(2,1) = b(2,−1) = 0. Then R(0) = 2, R(1) = R(−1) = 1 and

|S(t)|² = |2 + e^{it} + e^{−it}|² = 4 + 8 cos t + 4 cos² t,

with average 4 + 2 = 6. In K, channel 0 contributes four products equal to 1 and channels 1 and −1 contribute one each, again 6.

```lean
/-- The squared modulus of the overlap of two planar environments, averaged over all
relative rotations, equals the SOAP kernel of their power spectra. -/
theorem average_overlap_sq_eq_soapKernel [Fintype ι] (M : Finset ℤ) (a b : ι → ℤ → ℂ) :
    ((1 / (2 * Real.pi) * ∫ t in (0 : ℝ)..(2 * Real.pi), ‖overlap M a b t‖ ^ 2 : ℝ) : ℂ) =
      soapKernel M a b := by
  -- collect the radial sum in each angular channel
  have hS : ∀ t : ℝ, overlap M a b t =
      ∑ m ∈ M, radialOverlap a b m * Complex.exp ((m : ℂ) * Complex.I * t) := by
    intro t
    unfold overlap radialOverlap rotate
    rw [Finset.sum_comm]
    refine Finset.sum_congr rfl fun m _ => ?_
    rw [Finset.sum_mul]
    exact Finset.sum_congr rfl fun n _ => by ring
  have hP := angular_parseval M (radialOverlap a b)
  rw [intervalIntegral.integral_ofReal] at hP
  have hpi : (Real.pi : ℂ) ≠ 0 := Complex.ofReal_ne_zero.mpr Real.pi_ne_zero
  have hone : ((1 / (2 * Real.pi) : ℝ) : ℂ) * (2 * (Real.pi : ℂ)) = 1 := by
    push_cast
    field_simp
  simp_rw [hS]
  rw [Complex.ofReal_mul, hP, soapKernel_eq_sum_radialOverlap, ← mul_assoc, hone, one_mul]
```

## (e) What one channel determines

For fixed m, show that p_a(n,n',m) = p_b(n,n',m) for all n, n' exactly when some u with |u| = 1 satisfies

b(n,m) = u a(n,m) for all n.

Given u, the products acquire u conj(u) = 1. Conversely, if all a(n,m) vanish, then |b(n,m)|² = 0 and u = 1 works. Otherwise choose k with a(k,m) ≠ 0. Equality at (k,k) gives |a(k,m)| = |b(k,m)| ≠ 0, so u = b(k,m)/a(k,m) has modulus 1. Equality at (n,k) then gives

b(n,m) = a(n,m) conj(a(k,m))/conj(b(k,m)) = u a(n,m).

Lean clears the denominators and uses `linear_combination` on the same two equalities.

```lean
/-- Two environments have the same power spectrum in the angular channel `m` exactly when
their coefficients in that channel differ by one common phase factor. -/
theorem powerSpectrum_eq_iff_phase (a b : ι → ℤ → ℂ) (m : ℤ) :
    (∀ n n', powerSpectrum a n n' m = powerSpectrum b n n' m) ↔
      ∃ u : ℂ, ‖u‖ = 1 ∧ ∀ n, b n m = u * a n m := by
  constructor
  · intro h
    simp only [powerSpectrum] at h
    by_cases h0 : ∀ n, a n m = 0
    · refine ⟨1, norm_one, fun n => ?_⟩
      have h1 := h n n
      rw [h0 n, zero_mul] at h1
      have hb : b n m = 0 := by simpa using h1.symm
      rw [hb, h0 n, mul_zero]
    · -- a nonzero coefficient fixes the phase
      obtain ⟨k, hk⟩ := not_forall.mp h0
      have hb : b k m ≠ 0 := by
        intro hb
        have h1 := h k k
        rw [hb, zero_mul] at h1
        exact hk (by simpa using h1)
      have hn : ‖a k m‖ = ‖b k m‖ := by
        have h1 := congrArg norm (h k k)
        simp only [norm_mul, RCLike.norm_conj] at h1
        exact (sq_eq_sq₀ (norm_nonneg _) (norm_nonneg _)).mp (by linear_combination h1)
      refine ⟨b k m / a k m, ?_, fun n => ?_⟩
      · rw [norm_div, hn, div_self (norm_ne_zero_iff.mpr hb)]
      · have hc : conj (b k m) ≠ 0 := (map_ne_zero _).mpr hb
        have e : b n m * a k m = b k m * a n m :=
          mul_right_cancel₀ hc
            (by linear_combination (-(a k m)) * h n k + a n m * h k k)
        rw [div_mul_eq_mul_div, eq_div_iff hk]
        exact e
  · rintro ⟨u, hu, h⟩ n n'
    have huu : u * conj u = 1 := by
      rw [Complex.mul_conj, Complex.normSq_eq_norm_sq, hu]
      norm_num
    simp only [powerSpectrum, h, map_mul]
    linear_combination (-(a n m * conj (a n' m))) * huu
```

## (f) Rotating one environment

Let a' be a rotated by φ. Show that

p_{a'}(n,n',m) = p_a(n,n',m).

This is (e) with u = e^{imφ}.

```lean
/-- The power spectrum is unchanged when the environment is rotated. -/
theorem powerSpectrum_rotate (φ : ℝ) (a : ι → ℤ → ℂ) (n n' : ι) (m : ℤ) :
    powerSpectrum (rotate φ a) n n' m = powerSpectrum a n n' m := by
  refine ((powerSpectrum_eq_iff_phase a (rotate φ a) m).mpr
    ⟨Complex.exp ((m : ℂ) * Complex.I * φ), ?_, fun n => mul_comm _ _⟩ n n').symm
  have h : (m : ℂ) * Complex.I * φ = ((m * φ : ℝ) : ℂ) * Complex.I := by
    push_cast
    ring
  rw [h, Complex.norm_exp_ofReal_mul_I]
```

## (g) Rotating both environments

Let a' and b' be a and b rotated by independent angles φ and ψ. Show that

K(a',b') = K(a,b).

K depends only on the power spectra, which (f) leaves unchanged.

```lean
/-- The SOAP kernel is unchanged when the two environments are rotated independently. -/
theorem soapKernel_rotate [Fintype ι] (M : Finset ℤ) (φ ψ : ℝ) (a b : ι → ℤ → ℂ) :
    soapKernel M (rotate φ a) (rotate ψ b) = soapKernel M a b := by
  simp only [soapKernel, powerSpectrum_rotate]
```

## (h) Equal spectra, different environments

Find a and b with

p_a = p_b, but b(n,m) = e^{imφ} a(n,m) on m = ±1, ±2 for no φ.

Take one radial function, a(m) = 1 for all m, and b(m) = a(m) except b(±2) = −1. The signs cancel in the power spectrum. A rotation would need e^{iφ} = 1 from channel 1 and e^{2iφ} = −1 from channel 2, a contradiction. A model that sees these two coefficient arrays only through their power spectra must give them the same value. The example is algebraic: if the radial function is non-negative, no non-negative density has the coefficients b, because b(0) = b(1) = 1 would place all of it at θ = 0 and so give b(2) = 1.

```lean
/-- An environment with one radial function and all coefficients equal to one. -/
def flatEnv : Unit → ℤ → ℂ := fun _ _ => 1

/-- The environment `flatEnv` with the sign of the channels `m = 2` and `m = -2` reversed. -/
def flippedEnv : Unit → ℤ → ℂ := fun _ m => if m = 2 ∨ m = -2 then -1 else 1

/-- The environments `flatEnv` and `flippedEnv` have equal power spectra, but no rotation
carries one into the other on the channels `m = ±1, ±2`. -/
theorem powerSpectrum_incomplete :
    (∀ n n' m, powerSpectrum flatEnv n n' m = powerSpectrum flippedEnv n n' m) ∧
      ¬ ∃ φ : ℝ, ∀ n, ∀ m ∈ ({-2, -1, 1, 2} : Finset ℤ),
        flippedEnv n m = rotate φ flatEnv n m := by
  constructor
  · intro n n' m
    simp only [powerSpectrum, flatEnv, flippedEnv]
    split_ifs <;> simp
  · rintro ⟨φ, h⟩
    -- channel 1 forces a trivial phase, channel 2 a sign change
    have h1 : Complex.exp (Complex.I * φ) = 1 := by
      have h' := h () 1 (by simp)
      simpa [flatEnv, flippedEnv, rotate] using h'.symm
    have h2 : Complex.exp (2 * Complex.I * φ) = -1 := by
      have h' := h () 2 (by simp)
      simpa [flatEnv, flippedEnv, rotate] using h'.symm
    have h3 : Complex.exp (2 * Complex.I * φ) =
        Complex.exp (Complex.I * φ) * Complex.exp (Complex.I * φ) := by
      rw [← Complex.exp_add]
      congr 1
      ring
    rw [h2, h1] at h3
    norm_num at h3

end

end PlanarSOAP
```

```lean
#print axioms PlanarSOAP.average_overlap_sq_eq_soapKernel
#print axioms PlanarSOAP.soapKernel_rotate
#print axioms PlanarSOAP.powerSpectrum_incomplete
```

```
'PlanarSOAP.average_overlap_sq_eq_soapKernel' depends on axioms: [propext, Classical.choice, Quot.sound]
'PlanarSOAP.soapKernel_rotate' depends on axioms: [propext, Classical.choice, Quot.sound]
'PlanarSOAP.powerSpectrum_incomplete' depends on axioms: [propext, Classical.choice, Quot.sound]
```
